# No bond-preserving permutation of styrene's carbon atoms takes the vinyl carbon next to the ring to the para carbon

Styrene's carbon skeleton is modelled here as a graph of eight atoms, given by a real adjacency matrix with entry 1 for every bond, single or double, and 0 otherwise. The theorem says that no permutation of the atoms that leaves this matrix unchanged sends atom 6, the vinyl carbon attached to the ring, to atom 3, the ring carbon para to the attachment point. The proof supposes there is such a permutation and follows atom 7, the end of the vinyl group, whose only neighbour is atom 6. Its image would be a neighbour of atom 3, and each of those has a second neighbour; carried back, this gives atom 7 a second neighbour too, which is a contradiction.

As first written in Lean, the proof fails:

```lean
import Mathlib

open Matrix

namespace StyreneNoPermutation

noncomputable section

/-- Bonds of the styrene carbon skeleton: ring atoms 0 to 5, vinyl atoms 6 and 7, with
atom 6 bonded to ring atom 0. -/
def styreneBonds : Matrix (Fin 8) (Fin 8) ℤ :=
  !![0, 1, 0, 0, 0, 1, 1, 0; 1, 0, 1, 0, 0, 0, 0, 0; 0, 1, 0, 1, 0, 0, 0, 0;
     0, 0, 1, 0, 1, 0, 0, 0; 0, 0, 0, 1, 0, 1, 0, 0; 1, 0, 0, 0, 1, 0, 0, 0;
     1, 0, 0, 0, 0, 0, 0, 1; 0, 0, 0, 0, 0, 0, 1, 0]

/-- The real adjacency matrix of the styrene carbon skeleton. -/
def styrene : Matrix (Fin 8) (Fin 8) ℝ := (Int.castRingHom ℝ).mapMatrix styreneBonds

/-- No permutation of the atoms of styrene that preserves all bonds takes vinyl atom 6 to
the para ring atom 3. -/
theorem styrene_no_permutation : ¬ ∃ σ : Equiv.Perm (Fin 8),
    (∀ i j, styrene (σ i) (σ j) = styrene i j) ∧ σ 6 = 3 := by
  rintro ⟨σ, hσ, h6⟩
  have hb : ∀ i j, styreneBonds (σ i) (σ j) = styreneBonds i j := fun i j =>
    Int.cast_injective (α := ℝ) (hσ i j)
  -- atom 7 is terminal, while each neighbour of atom 3 has a second neighbour
  have leaf : ∀ j, 1 = styreneBonds 7 j → j = 6 := by decide +kernel
  have key : ∀ w, styreneBonds 3 w = styreneBonds 6 7 →
      ∃ z, z ≠ 3 ∧ styreneBonds w z = 1 := by decide +kernel
  have h7 := hb 6 7
  rw [h6] at h7
  obtain ⟨z, hz, hwz⟩ := key _ h7
  have h := hb 7 (σ.symm z)
  rw [σ.apply_symm_apply, hwz] at h
  exact hz ((σ.symm_apply_eq.mp (leaf _ h)).trans h6)

end

end StyreneNoPermutation
```

Messages:

```
Main.lean:29:46: error: failed to synthesize
  Decidable (∀ (w : Fin 8), styreneBonds 3 w = styreneBonds 6 7 → ∃ z, z ≠ 3 ∧ styreneBonds w z = 1)

Hint: Additional diagnostic information may be available using the `set_option diagnostics true` command.
```

The repair, with which the file compiles:

```diff
@@ -26,6 +26,11 @@
   -- atom 7 is terminal, while each neighbour of atom 3 has a second neighbour
   have leaf : ∀ j, 1 = styreneBonds 7 j → j = 6 := by decide +kernel
+  have nbr : ∀ w, styreneBonds 3 w = styreneBonds 6 7 → w = 2 ∨ w = 4 := by decide +kernel
   have key : ∀ w, styreneBonds 3 w = styreneBonds 6 7 →
-      ∃ z, z ≠ 3 ∧ styreneBonds w z = 1 := by decide +kernel
+      ∃ z, z ≠ 3 ∧ styreneBonds w z = 1 := by
+    intro w hw
+    rcases nbr w hw with rfl | rfl
+    · exact ⟨1, by decide, by decide +kernel⟩
+    · exact ⟨5, by decide, by decide +kernel⟩
   have h7 := hb 6 7
   rw [h6] at h7
```

To prove a proposition, `decide` first needs a `Decidable` instance for it, which is a procedure that settles whether it is true. The error says that Lean found none for the statement of `key`, so the proof stopped before anything was evaluated. The option `+kernel` could not help, since it only changes how an instance is evaluated once found.

The new fact `nbr` has the same quantifier over `w` and the same hypothesis as `key`, and `decide +kernel` proves it. What the search could not handle must therefore lie in the conclusion of `key`, the part beginning `∃ z`, though the message doesn't say why.

The repair never asks for that part to be decided. `nbr` shows that the neighbours of atom 3 are atoms 2 and 4, `rcases` takes them one at a time, and the proof names a second neighbour for each: atom 1 for atom 2, and atom 5 for atom 4. What is left to decide is that two numerals differ and that a particular matrix entry is 1.
